# The focal-point estimate is exact for every target if and only if the energy is a sum of one-slot terms

Take two slots, a method (MP2 or CCSD(T)) and a basis set (small or large), and start from MP2 in the small basis: adding the method correction and the basis correction to this reference misses the CCSD(T) energy in the large basis by exactly the amount by which the method correction changes between the two bases. For any finite number of slots, at least one, the estimate from a fixed reference is exact for every target if and only if the energy is a sum of functions of one slot each, which means that no two slots are coupled in this way.

```lean
import Mathlib

open Function

namespace FocalPointAdditivity

variable {ι : Type*} [DecidableEq ι] {α : ι → Type*}

/-- The coupling of slots `i` and `j` at the protocol `y`: the energy change on setting both
slots to `a` and `b`, minus the two changes found by setting each slot alone. -/
def pairCoupling (E : (∀ i, α i) → ℝ) (y : ∀ i, α i) (i j : ι) (a : α i) (b : α j) : ℝ :=
  E (update (update y i a) j b) - E (update y i a) - E (update y j b) + E y

/-- If all pair couplings are at most `ε` in size, the correction for slot `k` changes by at most
`ε` for each other slot that has been moved from `r` to `x`. -/
theorem correction_drift (E : (∀ i, α i) → ℝ) (ε : ℝ)
    (h : ∀ y i j a b, i ≠ j → |pairCoupling E y i j a b| ≤ ε)
    (r x : ∀ i, α i) (k : ι) (b : α k) (s : Finset ι) (hk : k ∉ s) :
    |(E (update (s.piecewise x r) k b) - E (s.piecewise x r)) - (E (update r k b) - E r)|
      ≤ ε * s.card := by
  induction s using Finset.induction_on with
  | empty => simp
  | insert c s hc ih =>
    have hck : c ≠ k := fun e => hk (by simp [e])
    have hks : k ∉ s := fun e => hk (Finset.mem_insert_of_mem e)
    have h0 := abs_le.mp (ih hks)
    -- moving one more slot changes the correction by one pair coupling
    have h1 := abs_le.mp (h (s.piecewise x r) c k (x c) b hck)
    unfold pairCoupling at h1
    rw [Finset.piecewise_insert, Finset.card_insert_of_notMem hc]
    push_cast
    rw [abs_le]
    constructor <;> linarith [h0.1, h0.2, h1.1, h1.2]

variable [Fintype ι]

/-- The focal-point estimate of the energy at `x`: the reference energy at `r` plus, for each
slot, the correction found by changing that slot alone. -/
def focalPoint (E : (∀ i, α i) → ℝ) (r x : ∀ i, α i) : ℝ :=
  E r + ∑ i, (E (update r i (x i)) - E r)

/-- For an energy that is a sum of one-slot functions, the focal-point estimate is exact from
every reference. -/
theorem focalPoint_of_sum (E : (∀ i, α i) → ℝ) (f : ∀ i, α i → ℝ)
    (hE : ∀ x, E x = ∑ i, f i (x i)) (r x : ∀ i, α i) : focalPoint E r x = E x := by
  -- a single-slot correction only sees the function of that slot
  have step : ∀ i, E (update r i (x i)) - E r = f i (x i) - f i (r i) := by
    intro i
    rw [hE, hE, ← Finset.sum_sub_distrib, Fintype.sum_eq_single i]
    · rw [update_self]
    · intro j hj
      rw [update_of_ne hj, sub_self]
  unfold focalPoint
  rw [Finset.sum_congr rfl (fun i _ => step i), Finset.sum_sub_distrib, hE r, hE x]
  ring

/-- The focal-point estimate from a given reference is exact for all targets if and only if the
energy is a sum of functions of one slot each, provided there is at least one slot. -/
theorem focalPoint_exact_iff_sum [Nonempty ι] (E : (∀ i, α i) → ℝ) (r : ∀ i, α i) :
    (∀ x, focalPoint E r x = E x) ↔ ∃ f : ∀ i, α i → ℝ, ∀ x, E x = ∑ i, f i (x i) := by
  constructor
  · intro h
    -- the reference energy is shared equally among the slots
    refine ⟨fun i a => (E (update r i a) - E r) + E r / (Fintype.card ι : ℝ), fun x => ?_⟩
    have hn : (Fintype.card ι : ℝ) ≠ 0 := Nat.cast_ne_zero.mpr Fintype.card_ne_zero
    have hc : (Fintype.card ι : ℝ) * (E r / (Fintype.card ι : ℝ)) = E r := by
      field_simp
    rw [Finset.sum_add_distrib, Finset.sum_const, Finset.card_univ, nsmul_eq_mul, hc, ← h x]
    unfold focalPoint
    ring
  · rintro ⟨f, hf⟩ x
    exact focalPoint_of_sum E f hf r x

/-- When two slots of the reference are reset, the error of the focal-point estimate is
the coupling of these two slots at the reference. -/
theorem error_two_slots (E : (∀ i, α i) → ℝ) (r : ∀ i, α i) {i j : ι} (hij : i ≠ j)
    (a : α i) (b : α j) :
    E (update (update r i a) j b) - focalPoint E r (update (update r i a) j b)
      = pairCoupling E r i j a b := by
  -- only the corrections for slots i and j survive
  have hs : ∑ k, (E (update r k (update (update r i a) j b k)) - E r)
      = (E (update r i a) - E r) + (E (update r j b) - E r) := by
    rw [Fintype.sum_eq_add i j hij]
    · rw [update_of_ne hij, update_self, update_self]
    · rintro k ⟨hi, hj⟩
      rw [update_of_ne hj, update_of_ne hi, update_eq_self, sub_self]
  unfold focalPoint pairCoupling
  rw [hs]
  ring

/-- If all pair couplings are at most `ε` in size and the target differs from the reference only
in a set of `m` slots, the focal-point error is at most `ε m (m - 1) / 2`. -/
theorem error_bound (E : (∀ i, α i) → ℝ) (ε : ℝ)
    (h : ∀ y i j a b, i ≠ j → |pairCoupling E y i j a b| ≤ ε)
    (r x : ∀ i, α i) (s : Finset ι) (hx : ∀ i, i ∉ s → x i = r i) :
    |E x - focalPoint E r x| ≤ ε * ((s.card : ℝ) * ((s.card : ℝ) - 1) / 2) := by
  -- move the slots from r to x one at a time
  have key : ∀ t : Finset ι,
      |E (t.piecewise x r) - E r - ∑ i ∈ t, (E (update r i (x i)) - E r)|
        ≤ ε * ((t.card : ℝ) * ((t.card : ℝ) - 1) / 2) := by
    intro t
    induction t using Finset.induction_on with
    | empty => simp
    | insert c t hc ih =>
      have h0 := abs_le.mp ih
      have h1 := abs_le.mp (correction_drift E ε h r x c (x c) t hc)
      rw [Finset.piecewise_insert, Finset.card_insert_of_notMem hc, Finset.sum_insert hc]
      push_cast
      rw [abs_le]
      constructor <;> nlinarith [h0.1, h0.2, h1.1, h1.2]
  have hp : s.piecewise x r = x := by
    funext i
    by_cases hi : i ∈ s
    · rw [Finset.piecewise_eq_of_mem _ _ _ hi]
    · rw [Finset.piecewise_eq_of_notMem _ _ _ hi, hx i hi]
  -- unchanged slots carry no correction
  have hs : ∑ i ∈ s, (E (update r i (x i)) - E r) = ∑ i, (E (update r i (x i)) - E r) :=
    Finset.sum_subset (Finset.subset_univ s) (fun i _ hi => by
      rw [hx i hi, update_eq_self, sub_self])
  have hk := key s
  rw [hp, hs, sub_sub] at hk
  exact hk

/-- The focal-point estimate from a given reference is exact for all targets if and only if the
coupling of any two distinct slots vanishes at every protocol. -/
theorem focalPoint_exact_iff_pairCoupling (E : (∀ i, α i) → ℝ) (r : ∀ i, α i) :
    (∀ x, focalPoint E r x = E x) ↔
      ∀ y i j a b, i ≠ j → pairCoupling E y i j a b = 0 := by
  constructor
  · intro h y i j a b hij
    have : Nonempty ι := ⟨i⟩
    -- exactness from r gives exactness from y
    obtain ⟨f, hf⟩ := (focalPoint_exact_iff_sum E r).mp h
    rw [← error_two_slots E y hij a b, focalPoint_of_sum E f hf, sub_self]
  · intro h x
    have hb := error_bound E 0 (fun y i j a b hij => by rw [h y i j a b hij, abs_zero])
      r x Finset.univ (fun i hi => absurd (Finset.mem_univ i) hi)
    rw [zero_mul] at hb
    have h0 := abs_le.mp hb
    linarith [h0.1, h0.2]

end FocalPointAdditivity
```

```lean
#print axioms FocalPointAdditivity.focalPoint_exact_iff_sum
#print axioms FocalPointAdditivity.focalPoint_exact_iff_pairCoupling
```

```
'FocalPointAdditivity.focalPoint_exact_iff_sum' depends on axioms: [propext, Classical.choice, Quot.sound]
'FocalPointAdditivity.focalPoint_exact_iff_pairCoupling' depends on axioms: [propext, Classical.choice, Quot.sound]
```

## Protocols, single-slot corrections and pair couplings

A computational protocol is a list of choices, one for each slot. The type `ι` is the set of slots, `α i` is the set of options for slot i, and a protocol x, of type `∀ i, α i`, picks an option x_i for each i. The energy `E` assigns a real number to every protocol.

Write r[i→a] for the protocol r with slot i set to a and all other slots left alone; in Lean this is `update r i a`. Write r[i→a, j→b] when slot i is set first and slot j second. With reference r and target x, the correction for slot i is

Δ_i = E(r[i→x_i]) − E(r)

and `focalPoint E r x` is the estimate

F(x) = E(r) + ∑_i Δ_i.

In the two-slot example this is the familiar combination

F = E(MP2, large) + E(CCSD(T), small) − E(MP2, small).

The coupling of slots i and j at a background protocol y is a mixed second difference, called `pairCoupling E y i j a b` in the file:

J(y; i→a, j→b) = E(y[i→a, j→b]) − E(y[i→a]) − E(y[j→b]) + E(y).

It says how much the correction for slot j changes when slot i is changed first. The theorems use it only for i ≠ j. For i = j the second setting would overwrite the first, and the expression would reduce to E(y) − E(y[i→a]), which is no coupling at all.

Four theorems carry the result:

- `focalPoint_exact_iff_sum`: for at least one slot, F(x) = E(x) for all x if and only if there are functions f_i with E(x) = ∑_i f_i(x_i) for all x.
- `error_two_slots`: if the target is r[i→a, j→b] with i ≠ j, then E − F at this target is the coupling J(r; i→a, j→b).
- `error_bound`: if every coupling of two distinct slots, at every background and for all options, is at most ε in size, and x agrees with r outside a set of m slots, then |E(x) − F(x)| ≤ ε m(m − 1)/2.
- `focalPoint_exact_iff_pairCoupling`: F(x) = E(x) for all x if and only if every coupling of two distinct slots vanishes at every background.

The assumption `[Nonempty ι]` in the first theorem concerns constants. With no slots there is a single protocol and the estimate is trivially exact, but an empty sum is zero and could not represent an energy of 1. The last condition does not mention r, so an estimate that is exact for all targets from one reference is exact for all targets from any other.

## Additivity as a statement about composite energies

The result bears on composite schemes in electronic structure, in the version where every correction is taken from one common reference by changing one setting. Additivity then says that the basis-set correction is the same for every method, the core correction is the same in every basis, and so on. In real calculations these effects generally influence one another, so the estimate is an approximation, and the pair couplings are the quantities that control its error.

The number ε stands for the physical assumption that a correction hardly depends on any other single setting. It is assumed and not derived from a Hamiltonian. It must also hold at every background, including protocols that may be too expensive to run, so a few cheap couplings found to be small do not establish it.

The model asks little of the options. They may be infinite in number and need no order, and `E` may equally well be a reaction energy or a barrier height, since only its real values enter. On the other hand, `E` must have a value for every combination of options. Focal-point work as chemists know it often includes extrapolation to the basis-set limit and corrections stacked on levels that have already been improved. The theorems contain no extrapolation formula and no convergence statement, and a stacked scheme is a different expression from F.

## An additive energy gives an exact estimate

Suppose that E(x) = ∑_j f_j(x_j). The protocols r[i→x_i] and r differ only in slot i, so all other terms cancel in the correction:

Δ_i = f_i(x_i) − f_i(r_i).

Summing over i gives

F(x) = ∑_i f_i(r_i) + ∑_i (f_i(x_i) − f_i(r_i)) = ∑_i f_i(x_i) = E(x).

This is `focalPoint_of_sum`. Its intermediate claim `step` is the formula for Δ_i. There `Fintype.sum_eq_single` keeps the one term that changes, and the other terms are shown to be zero. The remaining lines sum the corrections and cancel the reference terms.

## An exact estimate gives an additive energy

Conversely, suppose that F(x) = E(x) for all x, and let n ≥ 1 be the number of slots. The estimate is already a sum of one-slot terms, apart from the constant E(r). Share this constant equally:

f_i(a) = E(r[i→a]) − E(r) + E(r)/n.

Then

∑_i f_i(x_i) = ∑_i Δ_i + n · E(r)/n = F(x) = E(x).

In `focalPoint_exact_iff_sum` the `refine` line supplies exactly these functions, and `hc` is the identity n · E(r)/n = E(r), which needs n ≠ 0. The other direction of the equivalence is the previous theorem. The equal sharing is only a convenient choice, since constants can be moved between the f_i as long as their total is unchanged.

## Two changed slots expose one coupling

Let the target be x = r[i→a, j→b] with i ≠ j. For any other slot k we have x_k = r_k, hence r[k→x_k] = r and Δ_k = 0. Two corrections survive:

F(x) = E(r) + (E(r[i→a]) − E(r)) + (E(r[j→b]) − E(r)).

Subtracting this from the true energy gives

E(x) − F(x) = E(r[i→a, j→b]) − E(r[i→a]) − E(r[j→b]) + E(r) = J(r; i→a, j→b).

The proof of `error_two_slots` follows the same route. `Fintype.sum_eq_add` reduces the sum over all slots to the two terms for i and j, and `ring` does the subtraction.

## Changing many slots one at a time

For more than two slots, use intermediate protocols. For a set s of slots, let p_s be the protocol that agrees with x on s and with r elsewhere; in Lean it is `s.piecewise x r`. Take a slot k outside s and an option b for it. The correction for k, evaluated at p_s, is

D_s = E(p_s[k→b]) − E(p_s).

Now add to s a further slot c, different from k. The new intermediate protocol is p_s[c→x_c], so the correction changes by

E(p_s[c→x_c, k→b]) − E(p_s[c→x_c]) − E(p_s[k→b]) + E(p_s) = J(p_s; c→x_c, k→b).

By assumption this is at most ε in size. Starting from the empty set, where p_s = r, and adding the slots of s one by one, we get

|D_s − (E(r[k→b]) − E(r))| ≤ ε |s|,

where |s| is the number of slots in s. This is `correction_drift`, proved by induction on the finite set. In the code, `h1` is the bound on the one new coupling, `h0` is the bound from the previous step, and `linarith` adds them.

Next, follow the error of the estimate itself. For a set t of slots put

R_t = E(p_t) − E(r) − ∑_(i∈t) Δ_i.

For the empty set R_t = 0. Adding a slot c that is not in t changes R_t by

E(p_t[c→x_c]) − E(p_t) − Δ_c.

This is the difference between the correction for c at p_t and the same correction at r, so by the drift bound it is at most ε |t| in size. After m slots the contributions add up to

|R_t| ≤ ε (0 + 1 + … + (m − 1)) = ε m(m − 1)/2.

If x differs from r only inside a set s of m slots, then p_s = x and the slots outside s have zero correction. Hence R_s = E(x) − F(x), and the bound follows. It is zero for m = 0 and m = 1, as it should be: for m = 0 the target is the reference itself, and for m = 1 the single correction from the reference reproduces its own target. For m = 2 it is ε, in agreement with the exact two-slot error.

In `error_bound` the induction is the claim `key`. Its step combines the previous bound with `correction_drift` through `nlinarith`, which has to deal with the product of ε and the quadratic count. The claims `hp` and `hs` are the two final remarks: p_s = x, and unchanged slots contribute nothing to the sum.

## Exactness and vanishing couplings

If all couplings of distinct slots vanish, the bound applies with ε = 0 and with s the set of all slots, so E(x) = F(x) for every x.

For the converse, suppose that the estimate from r is exact for all targets, and let y be any background with two distinct slots i and j. Then E is a sum of one-slot functions, so the estimate from y is exact too. Its error at y[i→a, j→b] is therefore zero, and by the two-slot formula this error is J(y; i→a, j→b). The proof of `focalPoint_exact_iff_pairCoupling` makes the same detour through additivity, which carries exactness from r to y.

## Couplings at the reference are too little to ask for

The condition is imposed at every background protocol. Suppose that it is imposed only at the reference. Take three slots with options 0 and 1, the energy

E(x) = x_1 x_2 x_3

and the reference r = (0, 0, 0). Changing one or two slots of r leaves at least one factor equal to zero, so every coupling of distinct slots at r vanishes. All three corrections vanish as well, and the estimate for the target (1, 1, 1) is 0, while the true energy is 1. The missing energy shows up as a coupling at another background: at y = (0, 0, 1), setting the first two slots to 1 gives

J = 1 − 0 − 0 + 0 = 1.
